# All positive definite Hessian models that map given steps to given gradient changes

In a quasi-Newton model of an energy surface, a Hessian `B` should map the steps taken, the columns of `S`, to the matching changes of the gradient, the columns of `Y`. The theorem `solution_iff` takes finite real matrices with `SᵀY` symmetric positive definite, and describes every symmetric positive definite `B` with `B S = Y`. These are exactly the matrices `Y (SᵀY)⁻¹ Yᵀ + K`, where `K` is symmetric, gives zero on every step, and has positive curvature along each vector outside the span of the steps. To show that such a `K` is necessary, the proof tests `B` on `x - S c` for a suitable `c`. For the converse it treats vectors inside and outside the span separately, and inside the span it reduces the curvature of `B` to that of `SᵀY`.

Lean 4 with Mathlib refuses this proof:

```lean
import Mathlib

open Matrix

namespace SolutionIff

noncomputable section

variable {n m : Type*} [Fintype n] [Fintype m] [DecidableEq m]

/-- A real square matrix is symmetric positive definite: it equals its transpose and its
quadratic form is positive on every nonzero vector. -/
def IsSPD {k : Type*} [Fintype k] (A : Matrix k k ℝ) : Prop :=
  Aᵀ = A ∧ ∀ x : k → ℝ, x ≠ 0 → 0 < x ⬝ᵥ A *ᵥ x

/-- The part `Y (SᵀY)⁻¹ Yᵀ` of a Hessian model that is built from the secant data alone,
for invertible `SᵀY`. -/
def secantPart (S Y : Matrix n m ℝ) : Matrix n n ℝ := Y * (Sᵀ * Y)⁻¹ * Yᵀ

/-- A correction for the steps `S`: a symmetric matrix that annihilates every step and has
positive curvature along every vector outside the span of the steps. -/
def IsCorrection (S : Matrix n m ℝ) (K : Matrix n n ℝ) : Prop :=
  Kᵀ = K ∧ K * S = 0 ∧ ∀ x : n → ℝ, (∀ c, x ≠ S *ᵥ c) → 0 < x ⬝ᵥ K *ᵥ x

/-- A matrix moves from one side of the dot product to the other as its transpose. -/
lemma mulVec_dot {k l : Type*} [Fintype k] [Fintype l] (A : Matrix k l ℝ)
    (x : l → ℝ) (y : k → ℝ) : (A *ᵥ x) ⬝ᵥ y = x ⬝ᵥ Aᵀ *ᵥ y := by
  rw [Matrix.dotProduct_mulVec, Matrix.vecMul_transpose]

/-- A symmetric positive definite matrix has an invertible determinant. -/
lemma IsSPD.isUnit_det {A : Matrix m m ℝ} (h : IsSPD A) : IsUnit A.det := by
  rw [isUnit_iff_ne_zero]
  intro h0
  obtain ⟨v, hv, hAv⟩ := Matrix.exists_mulVec_eq_zero_iff.mpr h0
  have h1 := h.2 v hv
  rw [hAv, dotProduct_zero] at h1
  exact lt_irrefl _ h1

/-- If `SᵀY` is symmetric positive definite, the secant part is symmetric, maps the steps to
the gradient changes, and has no negative curvature. -/
theorem secantPart_spec {S Y : Matrix n m ℝ} (hG : IsSPD (Sᵀ * Y)) :
    (secantPart S Y)ᵀ = secantPart S Y ∧ secantPart S Y * S = Y ∧
      ∀ x, 0 ≤ x ⬝ᵥ secantPart S Y *ᵥ x := by
  have hYS : Yᵀ * S = Sᵀ * Y := by
    have h := hG.1
    rwa [Matrix.transpose_mul, Matrix.transpose_transpose] at h
  refine ⟨?_, ?_, fun x => ?_⟩
  · unfold secantPart
    rw [Matrix.transpose_mul, Matrix.transpose_mul, Matrix.transpose_transpose,
      Matrix.transpose_nonsing_inv, hG.1, Matrix.mul_assoc]
  · unfold secantPart
    rw [Matrix.mul_assoc, hYS, Matrix.mul_assoc, Matrix.nonsing_inv_mul _ hG.isUnit_det,
      Matrix.mul_one]
  · -- the quadratic form equals that of `SᵀY` at the coefficients `c`
    obtain ⟨c, hc⟩ : ∃ c, c = (Sᵀ * Y)⁻¹ *ᵥ (Yᵀ *ᵥ x) := ⟨_, rfl⟩
    have hGc : (Sᵀ * Y) *ᵥ c = Yᵀ *ᵥ x := by
      rw [hc, Matrix.mulVec_mulVec, Matrix.mul_nonsing_inv _ hG.isUnit_det,
        Matrix.one_mulVec]
    have e : x ⬝ᵥ secantPart S Y *ᵥ x = c ⬝ᵥ (Sᵀ * Y) *ᵥ c := by
      rw [hGc, dotProduct_comm c, mulVec_dot, Matrix.transpose_transpose]
      simp only [hc, secantPart, Matrix.mulVec_mulVec, Matrix.mul_assoc]
    rw [e]
    rcases eq_or_ne c 0 with h | h
    · simp [h]
    · exact (hG.2 c h).le

/-- All solutions: for symmetric positive definite `SᵀY`, a matrix `B` is symmetric positive
definite with `B S = Y` exactly when it is the secant part plus a correction. -/
theorem solution_iff {S Y : Matrix n m ℝ} (hG : IsSPD (Sᵀ * Y)) (B : Matrix n n ℝ) :
    (IsSPD B ∧ B * S = Y) ↔ IsCorrection S (B - secantPart S Y) := by
  obtain ⟨hCt, hCS, hC0⟩ := secantPart_spec hG
  constructor
  · rintro ⟨hB, hBS⟩
    have hKt : (B - secantPart S Y)ᵀ = B - secantPart S Y := by
      rw [Matrix.transpose_sub, hB.1, hCt]
    have hKS : (B - secantPart S Y) * S = 0 := by
      rw [Matrix.sub_mul, hBS, hCS, sub_self]
    refine ⟨hKt, hKS, fun x hx => ?_⟩
    -- test `B` on the residual of `x` after removing its component along the steps
    obtain ⟨c, hc⟩ : ∃ c, c = (Sᵀ * Y)⁻¹ *ᵥ (Yᵀ *ᵥ x) := ⟨_, rfl⟩
    have hpos := hB.2 (x - S *ᵥ c) (sub_ne_zero.mpr (hx c))
    have hCx : secantPart S Y *ᵥ x = Y *ᵥ c := by
      simp only [hc, secantPart, Matrix.mulVec_mulVec, Matrix.mul_assoc]
    have hBr : B *ᵥ (x - S *ᵥ c) = (B - secantPart S Y) *ᵥ x := by
      rw [Matrix.mulVec_sub, Matrix.mulVec_mulVec, hBS, Matrix.sub_mulVec, hCx]
    have horth : (S *ᵥ c) ⬝ᵥ ((B - secantPart S Y) *ᵥ x) = 0 := by
      rw [dotProduct_comm, mulVec_dot, hKt, Matrix.mulVec_mulVec, hKS,
        Matrix.zero_mulVec, dotProduct_zero]
    rwa [hBr, sub_dotProduct, horth, sub_zero] at hpos
  · rintro ⟨hKt, hKS, hK⟩
    rw [Matrix.sub_mul, hCS] at hKS
    rw [Matrix.transpose_sub, hCt] at hKt
    have hBS : B * S = Y := sub_eq_zero.mp hKS
    refine ⟨⟨sub_left_inj.mp hKt, fun x hx => ?_⟩, hBS⟩
    by_cases h : ∃ c, x = S *ᵥ c
    · -- inside the span of the steps the curvature is that of `SᵀY`
      obtain ⟨c, rfl⟩ := h
      have hc : c ≠ 0 := by
        rintro rfl
        exact hx (Matrix.mulVec_zero S)
      rw [mulVec_dot, Matrix.mulVec_mulVec, hBS, Matrix.mulVec_mulVec]
      exact hG.2 c hc
    · have h1 := hK x (fun c hc => h ⟨c, hc⟩)
      rw [Matrix.sub_mulVec, dotProduct_sub] at h1
      linarith [hC0 x]

end

end SolutionIff
```

Messages:

```
Main.lean:101:44: error: Tactic `rewrite` failed: Did not find an occurrence of the pattern
  B * S
in the target expression
  0 < c ⬝ᵥ (Sᵀ * B) *ᵥ S *ᵥ c

case pos
n : Type u_1
m : Type u_2
inst✝² : Fintype n
inst✝¹ : Fintype m
inst✝ : DecidableEq m
S Y : Matrix n m ℝ
hG : IsSPD (Sᵀ * Y)
B : Matrix n n ℝ
hCt : (secantPart S Y)ᵀ = secantPart S Y
hCS : secantPart S Y * S = Y
hC0 : ∀ (x : n → ℝ), 0 ≤ x ⬝ᵥ secantPart S Y *ᵥ x
hKt : Bᵀ - secantPart S Y = B - secantPart S Y
hKS : B * S - Y = 0
hK : ∀ (x : n → ℝ), (∀ (c : m → ℝ), x ≠ S *ᵥ c) → 0 < x ⬝ᵥ (B - secantPart S Y) *ᵥ x
hBS : B * S = Y
c : m → ℝ
hx : S *ᵥ c ≠ 0
hc : c ≠ 0
⊢ 0 < c ⬝ᵥ (Sᵀ * B) *ᵥ S *ᵥ c
```

Cause. The error is in the converse, for a vector `S *ᵥ c` in the span of the steps. The message says that `rw [hBS]` found no product `B * S` to replace by `Y`.

The order of the rewrites is at fault. `mulVec_dot` came first and moved `S` across the dot product, which left `Sᵀ *ᵥ B *ᵥ S *ᵥ c` on the right. `Matrix.mulVec_mulVec` merges two successive matrix actions into one product, and here it merged the outer pair, `Sᵀ` and `B`. The goal then held `(Sᵀ * B) *ᵥ S *ᵥ c`, in which `B * S` does not occur.

The repair uses the same lemmas in another order. At the start only `B` and `S` act in succession, so `Matrix.mulVec_mulVec` forms `B * S` and `hBS` turns it into `Y`. Then `mulVec_dot` brings in `Sᵀ`, and the second `Matrix.mulVec_mulVec` gives `(Sᵀ * Y) *ᵥ c`, as `hG.2 c hc` requires.

The other change rewords a comment and has no effect on the proof.

The mended proof, as a diff:

```diff
@@ -77,5 +77,5 @@
       rw [Matrix.sub_mul, hBS, hCS, sub_self]
     refine ⟨hKt, hKS, fun x hx => ?_⟩
-    -- test `B` on the residual of `x` after removing its component along the steps
+    -- test `B` on the residual `x - S c`, which is nonzero because `x` is outside the span
     obtain ⟨c, hc⟩ : ∃ c, c = (Sᵀ * Y)⁻¹ *ᵥ (Yᵀ *ᵥ x) := ⟨_, rfl⟩
     have hpos := hB.2 (x - S *ᵥ c) (sub_ne_zero.mpr (hx c))
@@ -99,5 +99,5 @@
         rintro rfl
         exact hx (Matrix.mulVec_zero S)
-      rw [mulVec_dot, Matrix.mulVec_mulVec, hBS, Matrix.mulVec_mulVec]
+      rw [Matrix.mulVec_mulVec, hBS, mulVec_dot, Matrix.mulVec_mulVec]
       exact hG.2 c hc
     · have h1 := hK x (fun c hc => h ⟨c, hc⟩)
```
